# The Frobenius distance between commuting idempotent density matrices of equal electron number is √(2k), with k a natural number

The theorem `frobeniusDist_quantized` concerns two idempotent one-particle density matrices `P` and `Q`, that is, finite Hermitian matrices, real or complex, each equal to its own square. If they commute and have equal trace, so that they hold the same number of electrons, their Frobenius distance is √(2k), where k is the rank of `P * (1 - Q)`. In physical terms, k counts the independent orbitals that are occupied in `P` and empty in `Q`. The proof writes the squared distance as the trace of (P − Q)², shows by the earlier lemmas that this trace is 2k, and then takes the square root.

As first written in Lean, the proof fails:

```lean
import Mathlib

open Matrix

namespace FrobeniusDistQuantized

noncomputable section

variable {𝕜 : Type*} [RCLike 𝕜] {n : Type*} [Fintype n]

/-- An idempotent one-particle density matrix, real or complex: a Hermitian matrix `P`
with `P * P = P`. -/
structure IsDensityMatrix (P : Matrix n n 𝕜) : Prop where
  hermitian : P.IsHermitian
  idem : P * P = P

/-- The Frobenius distance of two matrices: the square root of the sum of the squared moduli
of the differences of their entries. -/
def frobeniusDist (A B : Matrix n n 𝕜) : ℝ :=
  √(∑ i, ∑ j, ‖A i j - B i j‖ ^ 2)

variable [DecidableEq n]

/-- The trace of an idempotent matrix is its rank. -/
theorem trace_eq_rank {P : Matrix n n 𝕜} (hP : P * P = P) :
    P.trace = (P.rank : 𝕜) := by
  -- `P` acts as a projection onto its range
  have hproj : LinearMap.IsProj (LinearMap.range P.mulVecLin) P.mulVecLin := by
    refine ⟨fun x => ⟨x, rfl⟩, ?_⟩
    rintro _ ⟨y, rfl⟩
    simp only [Matrix.mulVecLin_apply, Matrix.mulVec_mulVec, hP]
  have hm : LinearMap.toMatrix' P.mulVecLin = P := LinearMap.toMatrix'_toLin' P
  have h := hproj.trace
  rw [LinearMap.trace_eq_matrix_trace 𝕜 (Pi.basisFun 𝕜 n),
    LinearMap.toMatrix_eq_toMatrix', hm] at h
  exact h

/-- For idempotents `P` and `Q`, the squared difference is the sum of the part of `P` outside
`Q` and the part of `Q` outside `P`. -/
theorem sub_sq_eq {P Q : Matrix n n 𝕜} (hP : P * P = P) (hQ : Q * Q = Q) :
    (P - Q) ^ 2 = P * (1 - Q) + Q * (1 - P) := by
  linear_combination (norm := noncomm_ring) hP + hQ

/-- If idempotents `P` and `Q` commute and have equal trace, then `tr((P - Q)²)` is an even
natural number, namely twice the rank of `P (1 - Q)`. -/
theorem trace_sub_sq_even {P Q : Matrix n n 𝕜} (hP : P * P = P) (hQ : Q * Q = Q)
    (hc : P * Q = Q * P) (ht : P.trace = Q.trace) :
    ((P - Q) ^ 2).trace = ((2 * (P * (1 - Q)).rank : ℕ) : 𝕜) := by
  have h1 : (1 - Q) * P = P * (1 - Q) := by
    rw [sub_mul, mul_sub, one_mul, mul_one, hc]
  have h2 : (1 - Q) * (1 - Q) = 1 - Q := by
    linear_combination (norm := noncomm_ring) hQ
  -- commutation makes `P (1 - Q)` idempotent, so that its trace is a rank
  have hE : (P * (1 - Q)) * (P * (1 - Q)) = P * (1 - Q) := by
    calc (P * (1 - Q)) * (P * (1 - Q)) = P * ((1 - Q) * P) * (1 - Q) := by
          simp only [mul_assoc]
      _ = P * P * ((1 - Q) * (1 - Q)) := by
          rw [h1]
          simp only [mul_assoc]
      _ = P * (1 - Q) := by rw [hP, h2]
  have hcomm := Matrix.trace_mul_comm Q P
  rw [Nat.cast_mul, ← trace_eq_rank hE, sub_sq_eq hP hQ]
  simp only [mul_sub, mul_one, Matrix.trace_add, Matrix.trace_sub]
  push_cast
  -- equal electron numbers make the two parts contribute equally
  linear_combination -ht - hcomm

/-- For Hermitian matrices the squared Frobenius distance is the trace of the squared
difference. -/
theorem frobeniusDist_sq {A B : Matrix n n 𝕜} (hA : A.IsHermitian) (hB : B.IsHermitian) :
    ((frobeniusDist A B ^ 2 : ℝ) : 𝕜) = ((A - B) ^ 2).trace := by
  have hH := hA.sub hB
  unfold frobeniusDist
  rw [Real.sq_sqrt (by positivity), sq (A - B)]
  simp only [Matrix.trace, Matrix.diag_apply, Matrix.mul_apply]
  push_cast
  refine Finset.sum_congr rfl fun i _ => Finset.sum_congr rfl fun j _ => ?_
  have h : (A - B) j i = star ((A - B) i j) := (hH.apply j i).symm
  have e := RCLike.mul_conj ((A - B) i j)
  rw [h]
  exact e.symm

/-- The Frobenius distance of commuting density matrices of equal electron number is `√(2k)`,
where the natural number `k` is the rank of `P (1 - Q)`. -/
theorem frobeniusDist_quantized {P Q : Matrix n n 𝕜} (hP : IsDensityMatrix P)
    (hQ : IsDensityMatrix Q) (hc : P * Q = Q * P) (ht : P.trace = Q.trace) :
    frobeniusDist P Q = √(2 * ((P * (1 - Q)).rank : ℝ)) := by
  have h := frobeniusDist_sq hP.hermitian hQ.hermitian
  rw [trace_sub_sq_even hP.idem hQ.idem hc ht] at h
  have h' : frobeniusDist P Q ^ 2 = 2 * ((P * (1 - Q)).rank : ℝ) := by
    exact_mod_cast h
  rw [← h', Real.sqrt_sq (Real.sqrt_nonneg _)]

end

end FrobeniusDistQuantized
```

Messages:

```
Main.lean:92:12: error: Tactic `rewrite` failed: Did not find an occurrence of the pattern
  √(√?m.138 ^ 2)
in the target expression
  frobeniusDist P Q = √(frobeniusDist P Q ^ 2)

𝕜 : Type u_1
inst✝² : RCLike 𝕜
n : Type u_2
inst✝¹ : Fintype n
inst✝ : DecidableEq n
P Q : Matrix n n 𝕜
hP : IsDensityMatrix P
hQ : IsDensityMatrix Q
hc : P * Q = Q * P
ht : P.trace = Q.trace
h : ↑(frobeniusDist P Q ^ 2) = ↑(2 * (P * (1 - Q)).rank)
h' : frobeniusDist P Q ^ 2 = 2 * ↑(P * (1 - Q)).rank
⊢ frobeniusDist P Q = √(frobeniusDist P Q ^ 2)
```

The error comes at the last step, when the squared distance has already been shown to be 2k. After `rw [← h']` the goal is `frobeniusDist P Q = √(frobeniusDist P Q ^ 2)`, and `Real.sqrt_sq` should remove the root and the square. That lemma needs a proof that the number being squared is nonnegative, and it reads off from this proof which number is meant. `Real.sqrt_nonneg _` says that some square root is nonnegative, so `rw` looks for `√(√?m.138 ^ 2)`. The goal has `frobeniusDist P Q` where the pattern has the inner root. The distance is indeed defined as a square root, but `rw` does not unfold that definition when it looks for a match.

The repair first states the nonnegativity as `h0 : 0 ≤ frobeniusDist P Q`. The same `Real.sqrt_nonneg _` proves it, because Lean does unfold the definition when it checks the proof against this statement. `Real.sqrt_sq h0` then has the left-hand side `√(frobeniusDist P Q ^ 2)`, which occurs in the goal as written. The rewrite leaves an equation with identical sides, which `rw` closes by itself.

Lean accepts the file once it reads:

```diff
@@ -90,5 +90,6 @@
   have h' : frobeniusDist P Q ^ 2 = 2 * ((P * (1 - Q)).rank : ℝ) := by
     exact_mod_cast h
-  rw [← h', Real.sqrt_sq (Real.sqrt_nonneg _)]
+  have h0 : 0 ≤ frobeniusDist P Q := Real.sqrt_nonneg _
+  rw [← h', Real.sqrt_sq h0]
 
 end
```
